# Derivative of the density matrix for orbitals orthonormal in a moving overlap metric

Let $C(s)$ be an $n\times m$ and $S(s)$ an $n\times n$ complex matrix, both differentiable in a real parameter $s$ at $s=t$ with derivatives $C'$ and $S'$, with $S(t)$ Hermitian and $C^\dagger S C=1$ for all $s$ near $t$. Then the density matrix $\rho=CC^\dagger$ has derivative $\rho'=X+X^\dagger-\rho S'\rho$ at $t$, where $X=(1-\rho S)\,C'C^\dagger$ and all unprimed matrices are taken at $t$.

```lean
import Mathlib

open Matrix Filter Topology

namespace UltrasoftDensityResponse

noncomputable section

variable {n m k : Type*} [Fintype n] [Fintype m] [DecidableEq n] [DecidableEq m]

/-- The matrix family `A(s)` has derivative `A'` at `s = t`, entry by entry. -/
def HasMatDerivAt {p q : Type*} (A : ℝ → Matrix p q ℂ) (A' : Matrix p q ℂ) (t : ℝ) : Prop :=
  ∀ i j, HasDerivAt (fun s => A s i j) (A' i j) t

/-- Density matrix `ρ = C C†` of the occupied orbitals, the columns of `C`. -/
def density (C : Matrix n m ℂ) : Matrix n n ℂ := C * Cᴴ

/-- Valence-space operator `P = ρ S` for the overlap matrix `S`. -/
def valenceProj (S : Matrix n n ℂ) (C : Matrix n m ℂ) : Matrix n n ℂ := density C * S

/-- Conduction-space operator `Q = 1 - ρ S`. -/
def conductionProj (S : Matrix n n ℂ) (C : Matrix n m ℂ) : Matrix n n ℂ := 1 - valenceProj S C

/-- Conduction-space response `X = (1 - ρ S) C' C†` for an orbital derivative `C'`. -/
def conductionResponse (S : Matrix n n ℂ) (C C' : Matrix n m ℂ) : Matrix n n ℂ :=
  conductionProj S C * C' * Cᴴ

/-- Product rule for rectangular matrices: `(A B)' = A' B + A B'`. -/
theorem hasMatDerivAt_mul {p q r : Type*} [Fintype q] {A : ℝ → Matrix p q ℂ}
    {B : ℝ → Matrix q r ℂ} {A' : Matrix p q ℂ} {B' : Matrix q r ℂ} {t : ℝ}
    (hA : HasMatDerivAt A A' t) (hB : HasMatDerivAt B B' t) :
    HasMatDerivAt (fun s => A s * B s) (A' * B t + A t * B') t := by
  intro i j
  simp only [Matrix.mul_apply, Matrix.add_apply]
  rw [← Finset.sum_add_distrib]
  exact HasDerivAt.fun_sum fun l _ => (hA i l).fun_mul (hB l j)

/-- For a real parameter the derivative of the adjoint is the adjoint of the derivative. -/
theorem hasMatDerivAt_adjoint {p q : Type*} {A : ℝ → Matrix p q ℂ} {A' : Matrix p q ℂ}
    {t : ℝ} (hA : HasMatDerivAt A A' t) : HasMatDerivAt (fun s => (A s)ᴴ) A'ᴴ t := by
  intro i j
  simp only [conjTranspose_apply]
  exact (hA j i).star

/-- For `S`-orthonormal orbitals `P = ρ S` is idempotent and `Q = 1 - ρ S` annihilates the
occupied orbitals. -/
theorem valenceProj_idem {S : Matrix n n ℂ} {C : Matrix n m ℂ} (hn : Cᴴ * S * C = 1) :
    valenceProj S C * valenceProj S C = valenceProj S C ∧ conductionProj S C * C = 0 := by
  have h1 : ∀ M : Matrix m n ℂ, Cᴴ * (S * (C * M)) = M := fun M => by
    rw [← Matrix.mul_assoc, ← Matrix.mul_assoc, hn, Matrix.one_mul]
  have h2 : Cᴴ * (S * C) = 1 := by rw [← Matrix.mul_assoc, hn]
  constructor
  · simp only [valenceProj, density, Matrix.mul_assoc, h1]
  · simp only [conductionProj, valenceProj, density, Matrix.sub_mul, Matrix.one_mul,
      Matrix.mul_assoc, h2, Matrix.mul_one, sub_self]

variable {C : ℝ → Matrix n m ℂ} {S : ℝ → Matrix n n ℂ} {C' : Matrix n m ℂ}
  {S' ρ' : Matrix n n ℂ} {t : ℝ}

omit [Fintype n] [DecidableEq n] [DecidableEq m] in
/-- The density matrix has derivative `ρ' = C' C† + C C'†`. -/
theorem hasMatDerivAt_density (hC : HasMatDerivAt C C' t) :
    HasMatDerivAt (fun s => density (C s)) (C' * (C t)ᴴ + C t * C'ᴴ) t :=
  hasMatDerivAt_mul hC (hasMatDerivAt_adjoint hC)

omit [Fintype m] [DecidableEq n] in
/-- Differentiated orthonormality constraint: if `C† S C = 1` near `t`, then
`C'† S C + C† S' C + C† S C' = 0`. -/
theorem orthonormality_deriv (hC : HasMatDerivAt C C' t) (hS : HasMatDerivAt S S' t)
    (hn : ∀ᶠ s in 𝓝 t, (C s)ᴴ * S s * C s = 1) :
    C'ᴴ * S t * C t + (C t)ᴴ * S' * C t + (C t)ᴴ * S t * C' = 0 := by
  have h := hasMatDerivAt_mul (hasMatDerivAt_mul (hasMatDerivAt_adjoint hC) hS) hC
  have key : (C'ᴴ * S t + (C t)ᴴ * S') * C t + (C t)ᴴ * S t * C' = 0 := by
    ext i j
    -- each entry of `C† S C` is locally constant
    have h0 : HasDerivAt (fun s => ((C s)ᴴ * S s * C s) i j) 0 t :=
      (hasDerivAt_const t ((1 : Matrix m m ℂ) i j)).congr_of_eventuallyEq
        (hn.mono fun s hs => congrFun (congrFun hs i) j)
    exact (h i j).unique h0
  rwa [Matrix.add_mul] at key

/-- Density response in a moving metric: if `C† S C = 1` near `t` and `S(t)` is Hermitian,
then `ρ' = X + X† - ρ S' ρ` with `X = (1 - ρ S) C' C†`. -/
theorem density_response (hC : HasMatDerivAt C C' t) (hS : HasMatDerivAt S S' t)
    (hH : (S t).IsHermitian) (hn : ∀ᶠ s in 𝓝 t, (C s)ᴴ * S s * C s = 1) :
    HasMatDerivAt (fun s => density (C s))
      (conductionResponse (S t) (C t) C' + (conductionResponse (S t) (C t) C')ᴴ
        - density (C t) * S' * density (C t)) t := by
  -- sandwich the differentiated constraint between `C` and `C†`
  have h2 := congrArg (fun M => C t * M * (C t)ᴴ) (orthonormality_deriv hC hS hn)
  simp only [Matrix.mul_add, Matrix.add_mul, Matrix.mul_assoc, Matrix.mul_zero,
    Matrix.zero_mul] at h2
  have key : C' * (C t)ᴴ + C t * C'ᴴ = conductionResponse (S t) (C t) C'
      + (conductionResponse (S t) (C t) C')ᴴ - density (C t) * S' * density (C t) := by
    simp only [conductionResponse, conductionProj, valenceProj, density, conjTranspose_mul,
      conjTranspose_sub, conjTranspose_conjTranspose, hH.eq, Matrix.sub_mul,
      Matrix.one_mul, Matrix.mul_assoc]
    rw [← sub_eq_zero, ← h2]
    abel
  rw [← key]
  exact hasMatDerivAt_density hC

/-- Blocks of the density response, if `C† S C = 1` near `t` and `S(t)` is Hermitian: `Q ρ' Q† = 0`,
`Q ρ' P† = X` and `P ρ' P† = -ρ S' ρ`. -/
theorem density_response_blocks (hC : HasMatDerivAt C C' t) (hS : HasMatDerivAt S S' t)
    (hH : (S t).IsHermitian) (hn : ∀ᶠ s in 𝓝 t, (C s)ᴴ * S s * C s = 1)
    (hρ : HasMatDerivAt (fun s => density (C s)) ρ' t) :
    conductionProj (S t) (C t) * ρ' * (conductionProj (S t) (C t))ᴴ = 0 ∧
    conductionProj (S t) (C t) * ρ' * (valenceProj (S t) (C t))ᴴ
      = conductionResponse (S t) (C t) C' ∧
    valenceProj (S t) (C t) * ρ' * (valenceProj (S t) (C t))ᴴ
      = -(density (C t) * S' * density (C t)) := by
  have e : ρ' = C' * (C t)ᴴ + C t * C'ᴴ := by
    ext i j
    exact (hρ i j).unique (hasMatDerivAt_density hC i j)
  have hn0 : (C t)ᴴ * S t * C t = 1 := hn.self_of_nhds
  have h1 : ∀ M : Matrix m n ℂ, (C t)ᴴ * (S t * (C t * M)) = M := fun M => by
    rw [← Matrix.mul_assoc, ← Matrix.mul_assoc, hn0, Matrix.one_mul]
  have h2 := congrArg (fun M => C t * M * (C t)ᴴ) (orthonormality_deriv hC hS hn)
  simp only [Matrix.mul_add, Matrix.add_mul, Matrix.mul_assoc, Matrix.mul_zero,
    Matrix.zero_mul] at h2
  simp only [e, conductionResponse, conductionProj, valenceProj, density, conjTranspose_mul,
    conjTranspose_sub, conjTranspose_one, conjTranspose_conjTranspose, hH.eq, Matrix.sub_mul,
    Matrix.mul_sub, Matrix.add_mul, Matrix.mul_add, Matrix.one_mul, Matrix.mul_one,
    Matrix.mul_assoc, h1]
  refine ⟨by abel, by abel, ?_⟩
  rw [← sub_eq_zero, ← h2]
  abel

omit [DecidableEq n] in
/-- Sum rule: if `C† S C = 1` near `t`, then `Tr(ρ' S) = -Tr(ρ S')`. -/
theorem trace_density_response (hC : HasMatDerivAt C C' t) (hS : HasMatDerivAt S S' t)
    (hn : ∀ᶠ s in 𝓝 t, (C s)ᴴ * S s * C s = 1)
    (hρ : HasMatDerivAt (fun s => density (C s)) ρ' t) :
    trace (ρ' * S t) = -trace (density (C t) * S') := by
  have e : ρ' = C' * (C t)ᴴ + C t * C'ᴴ := by
    ext i j
    exact (hρ i j).unique (hasMatDerivAt_density hC i j)
  have ht := congrArg trace (orthonormality_deriv hC hS hn)
  rw [trace_add, trace_add, trace_zero, trace_mul_cycle (C'ᴴ), trace_mul_cycle ((C t)ᴴ) S',
    trace_mul_cycle ((C t)ᴴ) (S t)] at ht
  simp only [e, density, Matrix.add_mul, trace_add]
  linear_combination ht

/-- Gauge invariance: if `C† S C = 1` at `t`, mixing the occupied orbitals by a differentiable
`U(s)` with `U(t)` unitary leaves the conduction-space response `X` unchanged. -/
theorem conductionResponse_gauge {U : ℝ → Matrix m m ℂ} {U' : Matrix m m ℂ}
    {D : Matrix n m ℂ} (hC : HasMatDerivAt C C' t) (hU : HasMatDerivAt U U' t)
    (hU1 : U t * (U t)ᴴ = 1) (hn : (C t)ᴴ * S t * C t = 1)
    (hD : HasMatDerivAt (fun s => C s * U s) D t) :
    conductionResponse (S t) (C t * U t) D = conductionResponse (S t) (C t) C' := by
  have e : D = C' * U t + C t * U' := by
    ext i j
    exact (hD i j).unique (hasMatDerivAt_mul hC hU i j)
  have hd : density (C t * U t) = density (C t) := by
    simp only [density, conjTranspose_mul]
    rw [Matrix.mul_assoc, ← Matrix.mul_assoc (U t), hU1, Matrix.one_mul]
  have hq : conductionProj (S t) (C t * U t) = conductionProj (S t) (C t) := by
    simp only [conductionProj, valenceProj, hd]
  unfold conductionResponse
  -- the term `C U'` is removed by `Q C = 0`
  rw [hq, e, Matrix.mul_add, ← Matrix.mul_assoc _ (C t), (valenceProj_idem hn).2,
    Matrix.zero_mul, add_zero, conjTranspose_mul]
  simp only [Matrix.mul_assoc]
  rw [← Matrix.mul_assoc (U t), hU1, Matrix.one_mul]

/-- One occupied orbital `(1, s)` in a two-function basis. -/
def modelOrbital (s : ℝ) : Matrix (Fin 2) (Fin 1) ℂ := !![1; (s : ℂ)]

/-- A moving overlap matrix in the two-function basis. -/
def modelOverlap (s : ℝ) : Matrix (Fin 2) (Fin 2) ℂ :=
  !![1 - 2 * (s : ℂ) - 2 * (s : ℂ) ^ 2, 1; 1, 2]

/-- The model orbital and overlap meet the hypotheses of `density_response` at `s = 0`, with
the stated explicit values of `X` and `ρ S' ρ`. -/
theorem density_response_witness :
    HasMatDerivAt modelOrbital !![0; 1] 0 ∧ HasMatDerivAt modelOverlap !![-2, 0; 0, 0] 0 ∧
    (modelOverlap 0).IsHermitian ∧
    (∀ s, (modelOrbital s)ᴴ * modelOverlap s * modelOrbital s = 1) ∧
    conductionResponse (modelOverlap 0) (modelOrbital 0) !![0; 1] = !![-1, 0; 1, 0] ∧
    density (modelOrbital 0) * !![-2, 0; 0, 0] * density (modelOrbital 0)
      = !![-2, 0; 0, 0] := by
  have hid : HasDerivAt (fun s : ℝ => (s : ℂ)) 1 0 :=
    ((hasDerivAt_id (0 : ℝ)).ofReal_comp).congr_deriv (by simp)
  have hq : HasDerivAt (fun s : ℝ => (1 : ℂ) - 2 * (s : ℂ) - 2 * (s : ℂ) ^ 2) (-2) 0 :=
    (((hid.const_mul 2).const_sub 1).fun_sub ((hid.fun_pow 2).const_mul 2)).congr_deriv
      (by simp)
  have hA : (modelOrbital 0)ᴴ = !![1, 0] := by
    ext i j
    rw [conjTranspose_apply]
    fin_cases i
    fin_cases j <;> simp [modelOrbital]
  have hρ : density (modelOrbital 0) = !![1, 0; 0, 0] := by
    rw [density, hA]
    ext i j
    simp only [Matrix.mul_apply, Fin.sum_univ_one]
    fin_cases i <;> fin_cases j <;> simp [modelOrbital]
  have hQ : conductionProj (modelOverlap 0) (modelOrbital 0) = !![0, -1; 0, 1] := by
    rw [conductionProj, valenceProj, hρ, Matrix.one_fin_two]
    ext i j
    simp only [Matrix.sub_apply, Matrix.mul_apply, Fin.sum_univ_two]
    fin_cases i <;> fin_cases j <;> simp [modelOverlap]
  refine ⟨fun i j => ?_, fun i j => ?_, ?_, fun s => ?_, ?_, ?_⟩
  · fin_cases i <;> fin_cases j
    · exact hasDerivAt_const (0 : ℝ) (1 : ℂ)
    · exact hid
  · fin_cases i <;> fin_cases j
    · exact hq
    · exact hasDerivAt_const (0 : ℝ) (1 : ℂ)
    · exact hasDerivAt_const (0 : ℝ) (1 : ℂ)
    · exact hasDerivAt_const (0 : ℝ) (2 : ℂ)
  · ext i j
    fin_cases i <;> fin_cases j <;> simp [modelOverlap, conjTranspose_apply]
  · ext i j
    fin_cases i
    fin_cases j
    simp [modelOrbital, modelOverlap, Matrix.mul_apply, Fin.sum_univ_succ,
      conjTranspose_apply]
    ring
  · rw [conductionResponse, hQ, hA]
    ext i j
    simp only [Matrix.mul_apply, Fin.sum_univ_two, Fin.sum_univ_one]
    fin_cases i <;> fin_cases j <;> simp
  · rw [hρ]
    ext i j
    simp only [Matrix.mul_apply, Fin.sum_univ_two]
    fin_cases i <;> fin_cases j <;> simp

end

end UltrasoftDensityResponse
```

```lean
#print axioms UltrasoftDensityResponse.density_response
#print axioms UltrasoftDensityResponse.density_response_blocks
#print axioms UltrasoftDensityResponse.trace_density_response
#print axioms UltrasoftDensityResponse.conductionResponse_gauge
```

```
'UltrasoftDensityResponse.density_response' depends on axioms: [propext, Classical.choice, Quot.sound]
'UltrasoftDensityResponse.density_response_blocks' depends on axioms: [propext, Classical.choice, Quot.sound]
'UltrasoftDensityResponse.trace_density_response' depends on axioms: [propext, Classical.choice, Quot.sound]
'UltrasoftDensityResponse.conductionResponse_gauge' depends on axioms: [propext, Classical.choice, Quot.sound]
```

## Orbitals, overlap and the statements proved

The Lean types `n` and `m` are finite index sets for the basis functions and for the occupied orbitals, and the letters $n$, $m$ in the formulas are their sizes. Each column of $C$ holds the expansion coefficients of one orbital, `Cᴴ` is the conjugate transpose $C^\dagger$, and `HasMatDerivAt A A' t` says that every entry of $A(s)$ has the matching entry of $A'$ as its derivative at $t$. The definitions `density`, `valenceProj`, `conductionProj` and `conductionResponse` are $\rho=CC^\dagger$, $P=\rho S$, $Q=1-P$ and $X=QC'C^\dagger$.

The main theorem `density_response` has four hypotheses. `hC` and `hS` are the two derivatives. `hH` is $S(t)^\dagger=S(t)$, the symmetry of a matrix of inner products, required at the single point $t$. `hn`, written `∀ᶠ s in 𝓝 t, (C s)ᴴ * S s * C s = 1`, says that the orbitals stay orthonormal in the metric $S(s)$ on a neighbourhood of $t$; a neighbourhood is used because the condition gets differentiated. Positive definiteness and invertibility of $S$ are not assumed.

Three further theorems accompany it. Under the same hypotheses `density_response_blocks` gives
$$Q\rho' Q^\dagger=0,\qquad Q\rho' P^\dagger=X,\qquad P\rho' P^\dagger=-\rho S'\rho ,$$
where `hρ` names the derivative $\rho'$. `trace_density_response` gives $\operatorname{Tr}(\rho' S)=-\operatorname{Tr}(\rho S')$ without `hH`. `conductionResponse_gauge` says that $X$ is unchanged when $C(s)$ is replaced by $C(s)U(s)$, with $U(s)$ a differentiable $m\times m$ matrix and $U(t)U(t)^\dagger=1$; it needs orthonormality at $t$ only, and neither Hermiticity nor a derivative of $S$.

## An overlap that follows the atoms

With ultrasoft pseudopotentials and in the projector augmented-wave method, the smooth orbitals are orthonormal with respect to an overlap operator that is the identity plus a sum of terms built from atom-centred projector functions. The projectors move with the nuclei, so the matrix $S$ of this operator depends on the displacement even in a fixed basis such as plane waves. With $s$ the amplitude of one displacement pattern, `hn` is the generalised orthonormality that the occupied orbitals keep at every geometry. The form $\rho=CC^\dagger$ gives each orbital occupation one, as for an insulator with the spin factor left out.

For a finite basis, integer occupations and a single real displacement parameter, the result says that the first-order density matrix entering a lattice-dynamics calculation consists of a part fixed by the projected orbital derivative $QC'$ and a part $-\rho S'\rho$ that is known from the unperturbed orbitals and $S'$ alone.

No Hamiltonian appears. The orbitals need not be eigenvectors of anything, $C'$ is given and not obtained from a linear-response equation, and the differentiability of $C$ is assumed and not derived from a gap. The words valence and conduction therefore name the range of $P$ and the range of $Q$, not energy bands. $P$ and $Q$ are in general oblique projectors, $P^\dagger=S\rho\neq P$, which is why the blocks carry $P^\dagger$ and $Q^\dagger$ on the right. The real-space charge, with its displacement-dependent augmentation terms, fractional occupations and the dynamical matrix are not treated.

## Differentiating the density and the constraint

The product rule $(AB)'=A'B+AB'$ holds entry by entry, since $(AB)_{ij}=\sum_l A_{il}B_{lj}$ is a finite sum of products. That is `hasMatDerivAt_mul`: `Matrix.mul_apply` exposes the sum, `fun_mul` differentiates each product and `HasDerivAt.fun_sum` adds the results. Because $s$ is real, complex conjugation commutes with the derivative, so $(A^\dagger)'=(A')^\dagger$; `hasMatDerivAt_adjoint` applies `.star` to the transposed entry. Together they give `hasMatDerivAt_density`,
$$\rho'=C'C^\dagger+CC'^\dagger .$$

Two uses of the product rule on $C^\dagger SC$, which is constant near $t$, give
$$C'^\dagger SC+C^\dagger S'C+C^\dagger SC'=0 .$$
In `orthonormality_deriv` each entry of $C^\dagger SC$ receives two derivatives: `h` from the product rule, and `h0`, equal to zero, from agreement with a constant near $t$ through `congr_of_eventuallyEq`. `unique` equates them.

Orthonormality at one point makes $P$ a projector and lets $Q$ remove the occupied orbitals:
$$P^2=C\,(C^\dagger SC)\,C^\dagger S=P,\qquad QC=C-C\,(C^\dagger SC)=0 .$$
`valenceProj_idem` re-brackets the products so that the factor $C^\dagger SC$ can be replaced by $1$ through `h1` and `h2`.

## The splitting and its blocks

Expanding the definition, and using $\rho^\dagger=\rho$ and $S^\dagger=S$ for the adjoint,
$$X=C'C^\dagger-C\,(C^\dagger SC')\,C^\dagger,\qquad X^\dagger=CC'^\dagger-C\,(C'^\dagger SC)\,C^\dagger .$$
The sum is
$$X+X^\dagger=\rho'-C\,(C^\dagger SC'+C'^\dagger SC)\,C^\dagger .$$
By the differentiated constraint the bracket equals $-C^\dagger S'C$, so $X+X^\dagger=\rho'+CC^\dagger S'CC^\dagger=\rho'+\rho S'\rho$, which rearranges to the claim. In `density_response`, `h2` is the differentiated constraint multiplied by $C$ on the left and $C^\dagger$ on the right. The `simp only` in `key` carries out the expansion, with `hH.eq` as the one place where Hermiticity enters. The step `rw [← sub_eq_zero, ← h2]` turns the goal into the statement that the difference of the two sides equals the left side of `h2`, and `abel` collects terms.

For the blocks, $QC=0$ and its adjoint $C^\dagger Q^\dagger=0$ remove both terms of $Q\rho' Q^\dagger=QC'\,(C^\dagger Q^\dagger)+(QC)\,C'^\dagger Q^\dagger$. With $PC=C$ and $C^\dagger P^\dagger=C^\dagger SCC^\dagger=C^\dagger$,
$$Q\rho' P^\dagger=QC'C^\dagger=X,$$
$$P\rho' P^\dagger=PC'C^\dagger+CC'^\dagger P^\dagger=C\,(C^\dagger SC'+C'^\dagger SC)\,C^\dagger=-\rho S'\rho .$$
`density_response_blocks` first identifies $\rho'$ with $C'C^\dagger+CC'^\dagger$ by uniqueness of derivatives (`e`), then expands everything and cancels $C^\dagger SC$ with `h1`. The first two blocks close by `abel`, and the third uses `h2` as before. So $X$ couples the occupied space to its complement, while the metric term lies inside the occupied space.

## Electron count and choice of occupied orbitals

Taking the trace of the differentiated constraint and cycling the factors gives
$$\operatorname{Tr}(CC'^\dagger S)+\operatorname{Tr}(CC^\dagger S')+\operatorname{Tr}(C'C^\dagger S)=0 .$$
The first and third terms add to $\operatorname{Tr}(\rho' S)$ and the second is $\operatorname{Tr}(\rho S')$. In `trace_density_response` the three `trace_mul_cycle` rewrites are the cyclings and `linear_combination ht` is the rearrangement. No adjoint of $S$ occurs. The identity expresses that the electron number $\operatorname{Tr}(\rho S)=\operatorname{Tr}(C^\dagger SC)=m$ does not change.

For mixed orbitals $CU$, call their derivative $D$, so $D=C'U+CU'$ with $U'$ the derivative of $U$. At $t$ the density is $CUU^\dagger C^\dagger=\rho$, hence $Q$ is the same, and
$$Q\,(C'U+CU')\,U^\dagger C^\dagger=QC'\,UU^\dagger C^\dagger+(QC)\,U'U^\dagger C^\dagger=X .$$
In `conductionResponse_gauge` these steps are `e`, `hd`, `hq` and the rewrite with `(valenceProj_idem hn).2`. A displacement-dependent phase or rotation among the occupied orbitals thus leaves $X$ alone.

## One orbital in two basis functions

`modelOrbital` and `modelOverlap` are
$$C(s)=\begin{pmatrix}1\\ s\end{pmatrix},\qquad S(s)=\begin{pmatrix}1-2s-2s^2&1\\ 1&2\end{pmatrix},$$
and $C^\dagger SC=(1-2s-2s^2)+2s+2s^2=1$ for every real $s$, so the constraint holds throughout. Since $\det S(s)=1-4s-4s^2=2-(2s+1)^2$ and the lower diagonal entry is positive, $S(s)$ is positive definite, and hence an admissible overlap matrix, only on the interval $(2s+1)^2<2$, which contains the point $s=0$ used below. At $s=0$,
$$C'=\begin{pmatrix}0\\1\end{pmatrix},\quad S'=\begin{pmatrix}-2&0\\0&0\end{pmatrix},\quad \rho=\begin{pmatrix}1&0\\0&0\end{pmatrix},\quad Q=\begin{pmatrix}0&-1\\0&1\end{pmatrix},$$
which gives $QC'=(-1,1)^{T}$ and
$$X=\begin{pmatrix}-1&0\\1&0\end{pmatrix},\qquad \rho S'\rho=\begin{pmatrix}-2&0\\0&0\end{pmatrix}.$$
`density_response_witness` states the two derivatives, the Hermiticity of $S(0)$, the constraint and these last two matrices; its proof computes $C^\dagger$, $\rho$ and $Q$ as `hA`, `hρ`, `hQ` and checks entries case by case. Both contributions are nonzero. Their combination $X+X^\dagger-\rho S'\rho$ has zero diagonal and ones off the diagonal, in agreement with differentiating $\rho(s)$, whose entries are $1$, $s$, $s$ and $s^2$.

## Limits and the moving projector

What follows is read off from the theorems by ordinary algebra and has no Lean statement of its own. For a fixed metric, $S'=0$, as with norm-conserving pseudopotentials in plane waves, the formula reduces to $\rho'=X+X^\dagger$ with $\operatorname{Tr}(\rho' S)=0$. If instead there are as many occupied orbitals as basis functions, $m=n$, the constraint makes $C$ invertible, so $\rho=S^{-1}$, $Q=0$, $X=0$ and $\rho'=-S^{-1}S'S^{-1}$, the derivative of a matrix inverse; for $n=m=1$, with $S=\sigma(s)$ a number, this is $(1/\sigma)'=-\sigma'/\sigma^2$. With no occupied orbital, $m=0$, every term vanishes.

One more use of the product rule gives the derivative of the valence projector:
$$P'=\rho' S+\rho S'=(X+X^\dagger)\,S-\rho S'P+\rho S'=(X+X^\dagger)\,S+\rho S'Q .$$
The occupied-occupied part of $\rho S'$ cancels against the metric term of $\rho'$, and only $\rho S'Q$ remains.
